# The frequency-local bold series of the half-filled Hubbard atom returns the wrong bare magnitude at imaginary frequencies iω with 0 < |ω| < U/2

## Propagators, magnitudes and roots

Set $\hbar=1$, measure energies from the chemical potential, and let $u=U/2$ with repulsion $U>0$. The Hartree shift $U/2$ is absorbed into the bare level, which at half filling puts that level at zero energy. At imaginary frequency $i\omega$ the bare propagator is then $1/(i\omega)$. The full one is the mean of two poles at $\pm u$; this form is taken as a definition, not derived from the Hamiltonian.

In Lean 4 with Mathlib:

```lean
import Mathlib

open Finset

namespace HubbardAtomBoldSeries

noncomputable section

/-- Bare propagator `1/(iω)` of the half-filled atom, with the Hartree shift absorbed into the
level, at a nonzero imaginary frequency. -/
def bareG (ω : ℝ) : ℂ := 1 / (Complex.I * ω)

/-- Full propagator of the half-filled Hubbard atom with `u = U/2`: two poles of equal weight
at the energies `u` and `-u`, evaluated at a nonzero imaginary frequency. -/
def atomG (u ω : ℝ) : ℂ := (1 / (Complex.I * ω - u) + 1 / (Complex.I * ω + u)) / 2
```

Write $x=1/|\omega|$ for the bare magnitude and $g$ for the full one. `dressed` is the map $x\mapsto g=x/(1+u^2x^2)$. Inverting it means solving $x=g+u^2gx^2$, whose roots are `boldBranch` (minus sign) and `strongBranch` (plus sign).

```lean
/-- Magnitude of the full propagator as a function of the magnitude `x` of the bare one. -/
def dressed (u x : ℝ) : ℝ := x / (1 + u ^ 2 * x ^ 2)

/-- Perturbative inverse of `dressed`, the root with the minus sign,
for `u` and `g` nonzero and `4u²g² ≤ 1`. -/
def boldBranch (u g : ℝ) : ℝ := (1 - √(1 - 4 * u ^ 2 * g ^ 2)) / (2 * u ^ 2 * g)

/-- The other inverse of `dressed`, the root with the plus sign,
for `u` and `g` nonzero and `4u²g² ≤ 1`. -/
def strongBranch (u g : ℝ) : ℝ := (1 + √(1 - 4 * u ^ 2 * g ^ 2)) / (2 * u ^ 2 * g)
```

Iterating the quadratic from $x=g$ generates the series with terms $a_n=C_nu^{2n}g^{2n+1}$, where $C_n$ are the Catalan numbers. "Bold series" here means this expansion at a single frequency, not a sum of skeleton diagrams with internal frequency sums.

```lean
/-- Term `n` of the bold series, the expansion of the bare propagator magnitude in powers of
the full one; its coefficients are the Catalan numbers. -/
def boldTerm (u g : ℝ) (n : ℕ) : ℝ := catalan n * u ^ (2 * n) * g ^ (2 * n + 1)
```

## Nonzero frequency: ω ≠ 0

Fermionic Matsubara frequencies are never zero. Over a common denominator,

$$G=\frac{i\omega}{(i\omega)^2-u^2}=\frac{-i\omega}{\omega^2+u^2},\qquad |G|=\frac{|\omega|}{\omega^2+u^2}=\frac{x}{1+u^2x^2}.$$

In the proof, `e1` and `e2` rewrite the two poles and `hG` adds them; `hω` keeps the denominators nonzero. At $\omega=0$ the bare propagator has a pole, so there is no finite $x$ to recover.

```lean
/-- At every nonzero imaginary frequency the bare propagator has positive magnitude, and
`dressed` maps it to the magnitude of the full propagator of the Hubbard atom. -/
theorem norm_atomG (u : ℝ) {ω : ℝ} (hω : ω ≠ 0) :
    0 < ‖bareG ω‖ ∧ ‖atomG u ω‖ = dressed u ‖bareG ω‖ := by
  have hw : 0 < |ω| := abs_pos.mpr hω
  have hD : 0 < ω ^ 2 + u ^ 2 := by positivity
  have hb : ‖bareG ω‖ = 1 / |ω| := by
    rw [bareG, norm_div, norm_one, norm_mul, Complex.norm_I, one_mul, Complex.norm_real,
      Real.norm_eq_abs]
  have h1 : Complex.I * ω - u ≠ 0 := by
    intro h
    have := congrArg Complex.im h
    simp at this
    exact hω this
  have h2 : Complex.I * ω + u ≠ 0 := by
    intro h
    have := congrArg Complex.im h
    simp at this
    exact hω this
  have h3 : (ω : ℂ) ^ 2 + (u : ℂ) ^ 2 ≠ 0 := by exact_mod_cast hD.ne'
  -- bring both poles to the common denominator ω² + u²
  have e1 : 1 / (Complex.I * ω - u) = -(Complex.I * ω + u) / ((ω : ℂ) ^ 2 + (u : ℂ) ^ 2) := by
    rw [div_eq_div_iff h1 h3]
    linear_combination (ω : ℂ) ^ 2 * Complex.I_sq
  have e2 : 1 / (Complex.I * ω + u) = -(Complex.I * ω - u) / ((ω : ℂ) ^ 2 + (u : ℂ) ^ 2) := by
    rw [div_eq_div_iff h2 h3]
    linear_combination (ω : ℂ) ^ 2 * Complex.I_sq
  have hG : atomG u ω = -Complex.I * ((ω / (ω ^ 2 + u ^ 2) : ℝ) : ℂ) := by
    rw [atomG, e1, e2]
    push_cast
    ring
  refine ⟨by rw [hb]; positivity, ?_⟩
  rw [hG, hb, norm_mul, norm_neg, Complex.norm_I, one_mul, Complex.norm_real,
    Real.norm_eq_abs, abs_div, abs_of_pos hD, dressed, ← sq_abs ω]
  field_simp
```

## Positive u and x

Positive $u$ means repulsion, and positive $x$ means a finite frequency. If $y$ and $x$ give the same $g$, cross-multiplying yields

$$(y-x)(1-u^2xy)=0,$$

so $y=x$ or $y=1/(u^2x)$. The proof obtains this factorisation as `hf`; positivity makes the second solution well defined. At $u=0$ the map is the identity and the second solution disappears.

```lean
/-- For `u, x > 0`, a real number `y` has the same value of `dressed u` as `x` exactly when `y = x`
or `y = 1/(u²x)`. -/
theorem dressed_eq_iff {u x : ℝ} (hu : 0 < u) (hx : 0 < x) (y : ℝ) :
    dressed u y = dressed u x ↔ y = x ∨ y = 1 / (u ^ 2 * x) := by
  have hy : 1 + u ^ 2 * y ^ 2 ≠ 0 := by positivity
  have hx' : 1 + u ^ 2 * x ^ 2 ≠ 0 := by positivity
  have hux : u ^ 2 * x ≠ 0 := by positivity
  rw [dressed, dressed, div_eq_div_iff hy hx', eq_div_iff hux]
  constructor
  · intro h
    have hf : (y - x) * (1 - y * (u ^ 2 * x)) = 0 := by linear_combination h
    rcases mul_eq_zero.mp hf with h | h
    · left; linarith
    · right; linarith
  · rintro (h | h)
    · rw [h]
    · linear_combination (x - y) * h
```

The sign of $u$ matters below. For $u=-1$, $x=2$ we have $ux\le1$, yet the minus root returns $1/2$.

## Which side of ux = 1

The condition $ux\le1$ says $|\omega|\ge U/2$. It decides the sign of the fraction being squared in

$$1-4u^2g^2=\left(\frac{1-u^2x^2}{1+u^2x^2}\right)^2.$$

If $ux\le1$, the square root of this is $(1-u^2x^2)/(1+u^2x^2)$, and the minus branch is

$$\frac{2u^2x^2/(1+u^2x^2)}{2u^2x/(1+u^2x^2)}=x.$$

If $ux\ge1$, the square root is $(u^2x^2-1)/(1+u^2x^2)$, and the plus branch gives the same quotient. In both proofs `hd` is the perfect square and `hn` supplies the sign that `Real.sqrt_sq` needs.

```lean
/-- For `u, x > 0` and `ux ≤ 1` the perturbative inverse recovers the bare magnitude. -/
theorem boldBranch_weak {u x : ℝ} (hu : 0 < u) (hx : 0 < x) (h : u * x ≤ 1) :
    boldBranch u (dressed u x) = x := by
  have hp : 0 < 1 + u ^ 2 * x ^ 2 := by positivity
  have hux : 0 < u * x := by positivity
  have hn : 0 ≤ 1 - u ^ 2 * x ^ 2 := by nlinarith
  -- the discriminant is a perfect square
  have hd : 1 - 4 * u ^ 2 * (x / (1 + u ^ 2 * x ^ 2)) ^ 2
      = ((1 - u ^ 2 * x ^ 2) / (1 + u ^ 2 * x ^ 2)) ^ 2 := by
    field_simp
    ring
  rw [boldBranch, dressed, hd, Real.sqrt_sq (div_nonneg hn hp.le)]
  field_simp
  ring

/-- For `u, x > 0` and `ux ≥ 1` the root with the plus sign recovers the bare magnitude. -/
theorem strongBranch_strong {u x : ℝ} (hu : 0 < u) (hx : 0 < x) (h : 1 ≤ u * x) :
    strongBranch u (dressed u x) = x := by
  have hp : 0 < 1 + u ^ 2 * x ^ 2 := by positivity
  have hn : 0 ≤ u ^ 2 * x ^ 2 - 1 := by nlinarith
  have hd : 1 - 4 * u ^ 2 * (x / (1 + u ^ 2 * x ^ 2)) ^ 2
      = ((u ^ 2 * x ^ 2 - 1) / (1 + u ^ 2 * x ^ 2)) ^ 2 := by
    field_simp
    ring
  rw [strongBranch, dressed, hd, Real.sqrt_sq (div_nonneg hn hp.le)]
  field_simp
  ring
```

## Nonnegative terms

The Catalan recurrence gives $a_0=g$ and $a_{n+1}=u^2g\sum_{k=0}^{n}a_ka_{n-k}$.

```lean
/-- Each term of the bold series after the first is built from pairs of lower ones, as in
`x = g + u²g x²`. -/
theorem boldTerm_succ (u g : ℝ) (n : ℕ) : boldTerm u g (n + 1)
    = u ^ 2 * g * ∑ p ∈ antidiagonal n, boldTerm u g p.1 * boldTerm u g p.2 := by
  simp only [boldTerm]
  rw [catalan_succ']
  push_cast
  rw [Finset.sum_mul, Finset.sum_mul, Finset.mul_sum]
  refine Finset.sum_congr rfl fun p hp => ?_
  rw [← mem_antidiagonal.mp hp]
  ring
```

For nonnegative terms, the products with $k+l<N$ sum to at most $\big(\sum_{n<N}a_n\big)^2$, because the square contains them all. Signs can break this: for $0,1,-1$ and $N=3$, the left side is $1$ and the right side $0$.

```lean
/-- A truncated Cauchy square of a nonnegative sequence is at most the square of its
partial sum. -/
theorem cauchy_le (f : ℕ → ℝ) (hf : ∀ n, 0 ≤ f n) (N : ℕ) :
    ∑ n ∈ range N, ∑ p ∈ antidiagonal n, f p.1 * f p.2 ≤ (∑ n ∈ range N, f n) ^ 2 := by
  calc _ = ∑ n ∈ range N, ∑ k ∈ range (n + 1), f k * f (n - k) :=
        Finset.sum_congr rfl fun n _ =>
          Finset.Nat.sum_antidiagonal_eq_sum_range_succ (fun i j => f i * f j) n
    _ = ∑ m ∈ range N, ∑ k ∈ range (N - m), f m * f k :=
        Finset.sum_range_diag_flip N (fun i j => f i * f j)
    _ ≤ ∑ m ∈ range N, ∑ k ∈ range N, f m * f k :=
        Finset.sum_le_sum fun m _ => Finset.sum_le_sum_of_subset_of_nonneg
          (Finset.range_mono (Nat.sub_le N m)) fun k _ _ => mul_nonneg (hf m) (hf k)
    _ = _ := by rw [sq, Finset.sum_mul_sum]
```

## Convergence when ur ≤ 1

Let $r>0$ satisfy $ur\le1$ and $g=r/(1+u^2r^2)$. The partial sums $S_N=\sum_{n<N}a_n$ start at $S_0=0$, and if $S_N\le r$ then

$$S_{N+1}\le g+u^2gS_N^2\le g+u^2gr^2=r.$$

This induction is `hle`. The series therefore converges to some $S\le r$, and the Cauchy product gives $S=g+u^2gS^2$ (`hS`). Subtracting the equation for $r$,

$$(S-r)\big(1-u^2g(S+r)\big)=0.$$

If the second factor vanishes, then $2u^2gr=2u^2r^2/(1+u^2r^2)\le1$ forces $S\ge r$, hence $S=r$. This is `key`, and it includes $ur=1$. `HasSum` states convergence together with the value.

```lean
/-- For `u, r > 0` and `ur ≤ 1` the bold series, evaluated at the full propagator magnitude
that belongs to `r`, converges to `r`. -/
theorem hasSum_bold {u r : ℝ} (hu : 0 < u) (hr : 0 < r) (h : u * r ≤ 1) :
    HasSum (boldTerm u (dressed u r)) r := by
  have hg : 0 < dressed u r := by unfold dressed; positivity
  have hroot : dressed u r * (1 + u ^ 2 * r ^ 2) = r :=
    div_mul_cancel₀ r (by positivity)
  generalize dressed u r = g at hg hroot ⊢
  have h0 : boldTerm u g 0 = g := by simp [boldTerm]
  have hpos : ∀ n, 0 ≤ boldTerm u g n := fun n => by unfold boldTerm; positivity
  have hrec := boldTerm_succ u g
  -- of the series terms, only the first one, positivity and the recurrence are used from here on
  generalize boldTerm u g = a at h0 hpos hrec ⊢
  have hc : 0 < u ^ 2 * g := by positivity
  -- all partial sums stay below the root r
  have hle : ∀ N, ∑ n ∈ range N, a n ≤ r := by
    intro N
    induction N with
    | zero => simpa using hr.le
    | succ N ih =>
      have hsq := pow_le_pow_left₀ (Finset.sum_nonneg fun n _ => hpos n) ih 2
      have hm := mul_le_mul_of_nonneg_left ((cauchy_le _ hpos N).trans hsq) hc.le
      rw [Finset.mul_sum] at hm
      rw [Finset.sum_range_succ', h0,
        Finset.sum_congr rfl fun n _ => hrec n]
      linarith
  have hs : Summable a := summable_of_sum_range_le hpos hle
  have hSr : ∑' n, a n ≤ r := Real.tsum_le_of_sum_range_le hpos hle
  have hn : Summable fun n => ‖a n‖ := summable_norm_iff.mpr hs
  have hprod := tsum_mul_tsum_eq_tsum_sum_antidiagonal_of_summable_norm hn hn
  -- the sum solves the same quadratic equation as r
  have hS : ∑' n, a n = g + u ^ 2 * g * ((∑' n, a n) * ∑' n, a n) := by
    calc ∑' n, a n = a 0 + ∑' n, a (n + 1) := hs.tsum_eq_zero_add
      _ = g + ∑' n, u ^ 2 * g * ∑ p ∈ antidiagonal n, a p.1 * a p.2 := by
          rw [h0, tsum_congr hrec]
      _ = g + u ^ 2 * g * ((∑' n, a n) * ∑' n, a n) := by
          rw [tsum_mul_left, hprod]
  have key : ∑' n, a n = r := by
    generalize ∑' n, a n = S at hSr hS ⊢
    have hf : (S - r) * (1 - u ^ 2 * g * (S + r)) = 0 := by
      linear_combination hS + hroot
    rcases mul_eq_zero.mp hf with h1 | h1
    · linarith
    · have hur : 0 < u * r := by positivity
      have h2 : u ^ 2 * r ^ 2 ≤ 1 := by nlinarith
      have h3 : u ^ 2 * g * (2 * r) ≤ 1 := by
        have hp : 0 < 1 + u ^ 2 * r ^ 2 := by positivity
        refine le_of_mul_le_mul_right ?_ hp
        have e : u ^ 2 * g * (2 * r) * (1 + u ^ 2 * r ^ 2) = 2 * (u ^ 2 * r ^ 2) := by
          linear_combination 2 * u ^ 2 * r * hroot
        linarith
      have h4 : u ^ 2 * g * r ≤ u ^ 2 * g * S := by linarith
      exact le_antisymm hSr (le_of_mul_le_mul_left h4 hc)
  rw [← key]
  exact hs.hasSum
```

## Beyond ux = 1

If $ux>1$, the partner $r=1/(u^2x)$ has the same $g$ and $ur=1/(ux)<1$. The previous results apply to $r$, so the minus root and the series both return $r$. Equality $r=x$ would require $ux=1$.

Take $u=1$, $x=2$. Then $g=2/5$, the square root is $3/5$, and the minus root is $(2/5)/(4/5)=1/2$; the plus root is $2$. The partial sums $0.4,\ 0.464,\ 0.48448,\dots$ approach $1/2$.

```lean
/-- For `u, x > 0` the perturbative inverse and the bold series both return the bare magnitude
`x` if `ux ≤ 1`; if `ux > 1` both return `1/(u²x)`, which differs from `x`. -/
theorem bold_series_wrong_branch {u x : ℝ} (hu : 0 < u) (hx : 0 < x) :
    (u * x ≤ 1 → boldBranch u (dressed u x) = x ∧ HasSum (boldTerm u (dressed u x)) x) ∧
    (1 < u * x → boldBranch u (dressed u x) = 1 / (u ^ 2 * x) ∧
      HasSum (boldTerm u (dressed u x)) (1 / (u ^ 2 * x)) ∧ 1 / (u ^ 2 * x) ≠ x) := by
  refine ⟨fun h => ⟨boldBranch_weak hu hx h, hasSum_bold hu hx h⟩, fun h => ?_⟩
  -- the partner 1/(u²x) has the same full propagator and lies on the weak side
  have hr : 0 < 1 / (u ^ 2 * x) := by positivity
  have hur : u * (1 / (u ^ 2 * x)) ≤ 1 := by
    rw [mul_one_div, div_le_one (by positivity)]
    nlinarith
  rw [← (dressed_eq_iff hu hx (1 / (u ^ 2 * x))).mpr (Or.inr rfl)]
  refine ⟨boldBranch_weak hu hr hur, hasSum_bold hu hr hur, fun he => ?_⟩
  rw [div_eq_iff (by positivity)] at he
  nlinarith

end

end HubbardAtomBoldSeries
```

In this single-atom, frequency-local model, convergence of the series does not guarantee that its sum is the physical bare magnitude. The result does not by itself settle how a series of skeleton diagrams behaves.

```lean
#print axioms HubbardAtomBoldSeries.norm_atomG
#print axioms HubbardAtomBoldSeries.strongBranch_strong
#print axioms HubbardAtomBoldSeries.bold_series_wrong_branch
```

```
'HubbardAtomBoldSeries.norm_atomG' depends on axioms: [propext, Classical.choice, Quot.sound]
'HubbardAtomBoldSeries.strongBranch_strong' depends on axioms: [propext, Classical.choice, Quot.sound]
'HubbardAtomBoldSeries.bold_series_wrong_branch' depends on axioms: [propext, Classical.choice, Quot.sound]
```
